# The Rayleigh quotient along a line through an eigenvector: exact profile and second derivative

A fixed Hamiltonian has a normalised eigenstate $u$ with energy $E$, and the trial vector of a calculation is, up to a factor, $u+t\,d$, with a small admixture of an orthogonal direction $d$ left by truncation, a step of the optimiser or incomplete convergence. One wants to know how far the energy moves, and whether $u$ sits at a minimum along $d$ or the energy can still be lowered. For a symmetric linear operator both answers follow from one formula that is exact in $t$.

## The identity

Let $V$ be a real or complex inner-product space with inner product $\langle x,y\rangle$, conjugate-linear in $x$, and let $T:V\to V$ be linear and symmetric, $\langle Tx,y\rangle=\langle x,Ty\rangle$. The Rayleigh quotient of a non-zero vector $x$ is
$$R(x)=\frac{\operatorname{Re}\langle x,Tx\rangle}{\|x\|^2}.$$
Take $\|u\|=1$, $Tu=Eu$ with $E$ real, and any $d$ with $\langle u,d\rangle=0$, not necessarily normalised. Define $Q=\operatorname{Re}\langle d,(T-E)d\rangle$. For every real $t$,
$$R(u+td)=E+\frac{t^2Q}{1+t^2\|d\|^2}.$$
The first derivative in $t$ vanishes at $t=0$, the second derivative there is $2Q$, and $R(u+td)\ge E$ for all $t$ exactly when $Q\ge0$.

## Where a code relies on it

For a fixed linear Hamiltonian, such as a configuration-interaction matrix or a one-particle operator with frozen potential, the formula says that an error of size $t$ in the state, orthogonal to $u$, shifts the energy by order $t^2$. If the whole error lies along one unit direction $d$ with $Q\ne0$, an energy known to lie within $\epsilon\ll|Q|$ of $E$ therefore limits its size $|t|$ only to about $\sqrt{\epsilon/|Q|}$ (for $Q=0$ the energy is constant along the line and does not constrain $t$), which matters for observables that depend linearly on the error in the vector.

The curvature $2Q$ costs one application of $T$: project a vector $w$ to $d=w-u\langle u,w\rangle$, form $Td-Ed$, and take the real part of its inner product with $d$, which is $Q$. A negative value shows that the quotient falls below $E$ along $d$. The formula also supplies an exact reference for a finite-difference check. The profile is even in $t$ and $R(u)=E$, so for a step $h\neq0$
$$\frac{R(u+hd)-2R(u)+R(u-hd)}{h^2}=\frac{2Q}{1+h^2\|d\|^2},$$
and the discretisation error of the stencil is known in closed form.

## Derivation

The norm comes first. For real $t$,
$$\|u+td\|^2=\|u\|^2+2t\operatorname{Re}\langle u,d\rangle+t^2\|d\|^2=1+t^2\|d\|^2,$$
which is at least $1$, so the line never passes through the zero vector.

The numerator expands into four terms,
$$\langle u+td,T(u+td)\rangle=\langle u,Tu\rangle+t\langle u,Td\rangle+t\langle d,Tu\rangle+t^2\langle d,Td\rangle .$$
The first is $E\|u\|^2=E$. Symmetry moves $T$ onto $u$ in the second: $\langle u,Td\rangle=\langle Tu,d\rangle=E\langle u,d\rangle=0$. The third is $\langle d,Tu\rangle=E\langle d,u\rangle=0$. The real part of the numerator is then $E+t^2\operatorname{Re}\langle d,Td\rangle$.

Since $Q=\operatorname{Re}\langle d,Td\rangle-E\|d\|^2$,
$$E+t^2\operatorname{Re}\langle d,Td\rangle=E\,(1+t^2\|d\|^2)+t^2Q,$$
and division by $1+t^2\|d\|^2$ gives the identity.

For the derivatives write $n=\|d\|^2\ge0$, $q=Q$ and $f(t)=E+t^2q/(1+t^2n)$. The quotient rule gives
$$f'(t)=\frac{2tq\,(1+t^2n)-t^2q\cdot2tn}{(1+t^2n)^2}=\frac{2tq}{(1+t^2n)^2},$$
so $f'(0)=0$. Write $f'=N/D$ with $N=2tq$ and $D=(1+t^2n)^2$. At $t=0$ one has $N=0$, $N'=2q$, $D=1$, $D'=0$, hence $f''(0)=(N'D-ND')/D^2=2q$.

If $Q\ge0$ the fraction in the identity is non-negative for every $t$, so $R(u+td)\ge E$. Conversely, the inequality at $t=1$ reads $Q/(1+\|d\|^2)\ge0$, which gives $Q\ge0$.

Finally let $d$ be a unit eigenvector, $Td=E'd$ with real $E'\ne E$. Symmetry gives $E\langle u,d\rangle=\langle Tu,d\rangle=\langle u,Td\rangle=E'\langle u,d\rangle$, so $\langle u,d\rangle=0$. Then $Q=E'-E$ and the second derivative is $2(E'-E)$: positive towards a higher level, negative towards a lower one.

An easy slip is to differentiate only the expectation value $\operatorname{Re}\langle x,Tx\rangle$ along $x=u+td$ and forget the norm. That yields $2\operatorname{Re}\langle d,Td\rangle$, which lacks the term $-2E\|d\|^2$ and changes when the zero of energy is shifted. The correct $2Q$ is unchanged when a real constant is added to both $T$ and $E$.

The smallest case with $d\ne0$ is the real plane. With $T=\operatorname{diag}(0,1)$, $u=e_0=(1,0)$, $d=e_1=(0,1)$ and $E=0$ one finds $Q=1$ and $R(u+td)=t^2/(1+t^2)$, which has curvature $2$ at the origin and tends to the upper level $1$ as $|t|\to\infty$. In one dimension only $d=0$ is orthogonal to $u$, and the identity reads $R(u)=E$.

## The Lean file

```lean
import Mathlib

open scoped InnerProductSpace

namespace RayleighStationarity

noncomputable section

variable {𝕜 : Type*} [RCLike 𝕜] {V : Type*} [NormedAddCommGroup V] [InnerProductSpace 𝕜 V]

/-- The Rayleigh quotient `R(x) = Re ⟨x, T x⟩ / ‖x‖²`. -/
def rayleigh (T : V →ₗ[𝕜] V) (x : V) : ℝ :=
  RCLike.re ⟪x, T x⟫_𝕜 / ‖x‖ ^ 2

/-- The quadratic form `Re ⟨d, (T - E) d⟩` of the operator shifted by the energy `E`. -/
def shiftedForm (T : V →ₗ[𝕜] V) (E : ℝ) (d : V) : ℝ :=
  RCLike.re ⟪d, T d - (E : 𝕜) • d⟫_𝕜

/-- The shifted form equals `Re ⟨d, T d⟩ - E ‖d‖²`. -/
theorem shiftedForm_eq (T : V →ₗ[𝕜] V) (E : ℝ) (d : V) :
    shiftedForm T E d = RCLike.re ⟪d, T d⟫_𝕜 - E * ‖d‖ ^ 2 := by
  unfold shiftedForm
  rw [inner_sub_right, inner_smul_right, map_sub, RCLike.re_ofReal_mul,
    inner_self_eq_norm_sq]

/-- For a unit vector `u` and `d` orthogonal to it, `‖u + t d‖² = 1 + t² ‖d‖²`. -/
theorem norm_sq_line {u d : V} (hu : ‖u‖ = 1) (hd : ⟪u, d⟫_𝕜 = 0) (t : ℝ) :
    ‖u + (t : 𝕜) • d‖ ^ 2 = 1 + t ^ 2 * ‖d‖ ^ 2 := by
  rw [norm_add_sq (𝕜 := 𝕜), inner_smul_right, hd, hu, norm_smul, RCLike.norm_ofReal,
    mul_pow, sq_abs, mul_zero, map_zero]
  ring

/-- For symmetric `T`, a unit eigenvector `u` with eigenvalue `E` and `d` orthogonal to `u`,
`Re ⟨u + t d, T (u + t d)⟩ = E + t² Re ⟨d, T d⟩`. -/
theorem expectation_line {T : V →ₗ[𝕜] V} (hT : T.IsSymmetric) {u d : V} {E : ℝ}
    (hu : ‖u‖ = 1) (hE : T u = (E : 𝕜) • u) (hd : ⟪u, d⟫_𝕜 = 0) (t : ℝ) :
    RCLike.re ⟪u + (t : 𝕜) • d, T (u + (t : 𝕜) • d)⟫_𝕜
      = E + t ^ 2 * RCLike.re ⟪d, T d⟫_𝕜 := by
  have hd' : ⟪d, u⟫_𝕜 = 0 := inner_eq_zero_symm.mp hd
  -- both cross terms vanish, the first one by symmetry of `T`
  have h1 : ⟪u, T d⟫_𝕜 = 0 := by
    rw [← hT u d, hE, inner_smul_left, hd, mul_zero]
  have h2 : ⟪d, T u⟫_𝕜 = 0 := by
    rw [hE, inner_smul_right, hd', mul_zero]
  have h3 : RCLike.re ⟪u, T u⟫_𝕜 = E := by
    rw [hE, inner_smul_right, RCLike.re_ofReal_mul, inner_self_eq_norm_sq, hu]
    ring
  have h4 : ⟪u + (t : 𝕜) • d, T (u + (t : 𝕜) • d)⟫_𝕜
      = ⟪u, T u⟫_𝕜 + (t : 𝕜) * ((t : 𝕜) * ⟪d, T d⟫_𝕜) := by
    simp only [map_add, map_smul, inner_add_left, inner_add_right, inner_smul_left,
      inner_smul_right, h1, h2, RCLike.conj_ofReal]
    ring
  rw [h4, map_add, h3, RCLike.re_ofReal_mul, RCLike.re_ofReal_mul]
  ring

/-- Exact Rayleigh quotient of a symmetric `T` along a line through a unit eigenvector `u`
with eigenvalue `E` in an orthogonal
direction `d`: `R(u + t d) = E + t² Re ⟨d, (T - E) d⟩ / (1 + t² ‖d‖²)`. -/
theorem rayleigh_line {T : V →ₗ[𝕜] V} (hT : T.IsSymmetric) {u d : V} {E : ℝ}
    (hu : ‖u‖ = 1) (hE : T u = (E : 𝕜) • u) (hd : ⟪u, d⟫_𝕜 = 0) (t : ℝ) :
    rayleigh T (u + (t : 𝕜) • d)
      = E + t ^ 2 * shiftedForm T E d / (1 + t ^ 2 * ‖d‖ ^ 2) := by
  unfold rayleigh
  rw [norm_sq_line hu hd, expectation_line hT hu hE hd, shiftedForm_eq]
  have hpos : 1 + t ^ 2 * ‖d‖ ^ 2 ≠ 0 := by positivity
  field_simp
  ring

/-- For `n ≥ 0` the profile `E + t² q / (1 + t² n)` has derivative `2 t q / (1 + t² n)²`. -/
theorem hasDerivAt_profile (E q n : ℝ) (hn : 0 ≤ n) (t : ℝ) :
    HasDerivAt (fun s : ℝ => E + s ^ 2 * q / (1 + s ^ 2 * n))
      (2 * t * q / (1 + t ^ 2 * n) ^ 2) t := by
  have hpos : 1 + t ^ 2 * n ≠ 0 := by positivity
  have h2 : HasDerivAt (fun s : ℝ => s ^ 2) (2 * t) t := by
    simpa using hasDerivAt_pow 2 t
  have h := ((h2.mul_const q).fun_div ((h2.mul_const n).const_add 1) hpos).const_add E
  refine h.congr_deriv ?_
  congr 1
  ring

/-- Along `u + t d`, with `u` a unit eigenvector of symmetric `T` and `d` orthogonal to `u`,
the Rayleigh quotient has derivative `2 t Q / (1 + t² ‖d‖²)²` with `Q = Re ⟨d, (T - E) d⟩`;
at `t = 0` its first derivative is zero and its second derivative is `2 Q`. -/
theorem rayleigh_second_derivative {T : V →ₗ[𝕜] V} (hT : T.IsSymmetric) {u d : V} {E : ℝ}
    (hu : ‖u‖ = 1) (hE : T u = (E : 𝕜) • u) (hd : ⟪u, d⟫_𝕜 = 0) :
    (∀ t : ℝ, HasDerivAt (fun s : ℝ => rayleigh T (u + (s : 𝕜) • d))
      (2 * t * shiftedForm T E d / (1 + t ^ 2 * ‖d‖ ^ 2) ^ 2) t) ∧
    HasDerivAt (fun s : ℝ => rayleigh T (u + (s : 𝕜) • d)) 0 0 ∧
    HasDerivAt (deriv fun s : ℝ => rayleigh T (u + (s : 𝕜) • d))
      (2 * shiftedForm T E d) 0 := by
  have hf : (fun s : ℝ => rayleigh T (u + (s : 𝕜) • d))
      = fun s : ℝ => E + s ^ 2 * shiftedForm T E d / (1 + s ^ 2 * ‖d‖ ^ 2) :=
    funext fun s => rayleigh_line hT hu hE hd s
  rw [hf]
  have hn : 0 ≤ ‖d‖ ^ 2 := by positivity
  generalize ‖d‖ ^ 2 = n at hn ⊢
  generalize shiftedForm T E d = q
  have h1 := hasDerivAt_profile E q n hn
  refine ⟨h1, (h1 0).congr_deriv (by simp), ?_⟩
  have hder : (deriv fun s : ℝ => E + s ^ 2 * q / (1 + s ^ 2 * n))
      = fun t : ℝ => 2 * t * q / (1 + t ^ 2 * n) ^ 2 := funext fun t => (h1 t).deriv
  rw [hder]
  -- differentiate the first derivative at the origin by the quotient rule
  have h2 : HasDerivAt (fun s : ℝ => s ^ 2) 0 0 := by
    simpa using hasDerivAt_pow 2 (0 : ℝ)
  have hnum : HasDerivAt (fun s : ℝ => 2 * s * q) (2 * 1 * q) 0 :=
    ((hasDerivAt_id' (0 : ℝ)).const_mul 2).mul_const q
  have hden := ((h2.mul_const n).const_add 1).fun_pow 2
  have h := hnum.fun_div hden (by simp)
  exact h.congr_deriv (by simp)

/-- For symmetric `T`, a unit eigenvector `u` with eigenvalue `E` and `d` orthogonal to `u`,
the Rayleigh quotient stays at or above `E` on the whole line `u + t d` exactly when
`Re ⟨d, (T - E) d⟩ ≥ 0`. -/
theorem min_on_line_iff {T : V →ₗ[𝕜] V} (hT : T.IsSymmetric) {u d : V} {E : ℝ}
    (hu : ‖u‖ = 1) (hE : T u = (E : 𝕜) • u) (hd : ⟪u, d⟫_𝕜 = 0) :
    (∀ t : ℝ, E ≤ rayleigh T (u + (t : 𝕜) • d)) ↔ 0 ≤ shiftedForm T E d := by
  constructor
  · intro h
    have h1 := h 1
    rw [rayleigh_line hT hu hE hd] at h1
    have hpos : (0 : ℝ) < 1 + 1 ^ 2 * ‖d‖ ^ 2 := by positivity
    have h2 : 0 ≤ 1 ^ 2 * shiftedForm T E d / (1 + 1 ^ 2 * ‖d‖ ^ 2) := by linarith
    rw [le_div_iff₀ hpos] at h2
    linarith
  · intro h t
    rw [rayleigh_line hT hu hE hd]
    have : 0 ≤ t ^ 2 * shiftedForm T E d / (1 + t ^ 2 * ‖d‖ ^ 2) := by positivity
    linarith

/-- If `u` and `d` are unit eigenvectors of symmetric `T` with distinct eigenvalues `E` and
`E'`, the second derivative of `R(u + t d)` at `t = 0` is `2 (E' - E)`. -/
theorem second_derivative_two_levels {T : V →ₗ[𝕜] V} (hT : T.IsSymmetric) {u d : V}
    {E E' : ℝ} (hu : ‖u‖ = 1) (hE : T u = (E : 𝕜) • u) (hd : ‖d‖ = 1)
    (hE' : T d = (E' : 𝕜) • d) (hne : E ≠ E') :
    HasDerivAt (deriv fun s : ℝ => rayleigh T (u + (s : 𝕜) • d)) (2 * (E' - E)) 0 := by
  -- eigenvectors to distinct eigenvalues are orthogonal
  have ho : ⟪u, d⟫_𝕜 = 0 := by
    have h := hT u d
    rw [hE, hE', inner_smul_left, inner_smul_right, RCLike.conj_ofReal] at h
    have hc : (E : 𝕜) ≠ (E' : 𝕜) := fun hh => hne (RCLike.ofReal_injective hh)
    by_contra h0
    exact hc (mul_right_cancel₀ h0 h)
  have hq : shiftedForm T E d = E' - E := by
    rw [shiftedForm_eq, hE', inner_smul_right, RCLike.re_ofReal_mul,
      inner_self_eq_norm_sq, hd]
    ring
  rw [← hq]
  exact (rayleigh_second_derivative hT hu hE ho).2.2

/-- The two-level operator `diag(0, 1)` on the real plane. -/
def twoLevel : EuclideanSpace ℝ (Fin 2) →ₗ[ℝ] EuclideanSpace ℝ (Fin 2) where
  toFun x := !₂[0, x 1]
  map_add' x y := by ext i; fin_cases i <;> simp
  map_smul' c x := by ext i; fin_cases i <;> simp

/-- The operator `diag(0, 1)` is symmetric, `u = (1, 0)` is a unit eigenvector with
eigenvalue `0`, `d = (0, 1)` is orthogonal to it, and `⟨d, (T - 0) d⟩ = 1`. -/
theorem twoLevel_witness :
    twoLevel.IsSymmetric ∧ ‖(!₂[1, 0] : EuclideanSpace ℝ (Fin 2))‖ = 1 ∧
    twoLevel !₂[1, 0] = (0 : ℝ) • (!₂[1, 0] : EuclideanSpace ℝ (Fin 2)) ∧
    ⟪(!₂[1, 0] : EuclideanSpace ℝ (Fin 2)), !₂[0, 1]⟫_ℝ = 0 ∧
    shiftedForm twoLevel 0 !₂[0, 1] = 1 := by
  refine ⟨?_, ?_, ?_, ?_, ?_⟩
  · intro x y
    simp [twoLevel, PiLp.inner_apply, Fin.sum_univ_two]
  · simp [EuclideanSpace.norm_eq, Fin.sum_univ_two]
  · ext i
    fin_cases i <;> simp [twoLevel]
  · simp [PiLp.inner_apply, Fin.sum_univ_two]
  · have h : twoLevel !₂[0, 1] = !₂[0, 1] := by
      ext i
      fin_cases i <;> simp [twoLevel]
    rw [shiftedForm_eq, h, inner_self_eq_norm_sq]
    simp [EuclideanSpace.norm_eq, Fin.sum_univ_two]

end

end RayleighStationarity
```

```lean
#print axioms RayleighStationarity.rayleigh_second_derivative
-- 'RayleighStationarity.rayleigh_second_derivative' depends on axioms: [propext, Classical.choice, Quot.sound]
#print axioms RayleighStationarity.min_on_line_iff
-- 'RayleighStationarity.min_on_line_iff' depends on axioms: [propext, Classical.choice, Quot.sound]
#print axioms RayleighStationarity.second_derivative_two_levels
-- 'RayleighStationarity.second_derivative_two_levels' depends on axioms: [propext, Classical.choice, Quot.sound]
```

## The statements in words

The scalar type `𝕜` with `RCLike 𝕜` stands for $\mathbb R$ or $\mathbb C$, and `V` is an inner-product space of any dimension, with no completeness assumed. Mathlib's `⟪x, y⟫_𝕜` is conjugate-linear in the first slot, as in bra-ket notation. The operator `T : V →ₗ[𝕜] V` is linear, defined on all of `V` and maps `V` into itself; continuity is not required. The definition `rayleigh T x` is $R(x)$ for an unnormalised vector, and `shiftedForm T E d` is $Q$. Four hypotheses recur: `hT : T.IsSymmetric`, `hu : ‖u‖ = 1`, `hE : T u = (E : 𝕜) • u` with `E : ℝ`, and `hd : ⟪u, d⟫_𝕜 = 0`. The parameter `t` is real and is cast into `𝕜` before it multiplies `d`; a complex admixture is reached by putting its phase into `d`.

Under these hypotheses `rayleigh_line` is the identity. The theorem `rayleigh_second_derivative` has three clauses: the function $s\mapsto R(u+sd)$ has derivative $2tQ/(1+t^2\|d\|^2)^2$ at every real $t$; it has derivative $0$ at $0$; and its derivative function `deriv` has derivative $2Q$ at $0$. Mathlib's `deriv` returns $0$ at points of non-differentiability, so an equation that gives `deriv` the value $0$ does not by itself prove differentiability; here the first clause shows that it is the true derivative everywhere, and `HasDerivAt` in the third carries its differentiability at $0$. The theorem `min_on_line_iff` is the equivalence between $E\le R(u+td)$ for all $t$ and $0\le Q$, with non-strict inequalities. In `second_derivative_two_levels` orthogonality is replaced by `hd : ‖d‖ = 1`, `hE'` and `hne : E ≠ E'`, and the conclusion is the second derivative $2(E'-E)$. The theorem `twoLevel_witness` checks that `twoLevel`, the map $(x_0,x_1)\mapsto(0,x_1)$, is symmetric, that $e_0$ is a unit eigenvector with eigenvalue $0$ orthogonal to $e_1$, and that $Q=1$ for $d=e_1$.

## How the proof follows the derivation

The lemma `shiftedForm_eq` splits $Q$ into $\operatorname{Re}\langle d,Td\rangle-E\|d\|^2$, and `norm_sq_line` is the norm step through `norm_add_sq`. In `expectation_line`, `h1` and `h2` are the two cross terms, and the rewrite `← hT u d` in `h1` is the single use of symmetry; `h3` is the diagonal term $E$ and `h4` the four-term expansion. In `rayleigh_line` these are substituted, `positivity` shows the denominator non-zero, and `field_simp` with `ring` performs the final rearrangement.

The lemma `hasDerivAt_profile` is the first quotient rule for $f$, assembled from the derivative of $s^2$ by `mul_const`, `const_add` and `fun_div`. In `rayleigh_second_derivative`, `hf` replaces the quotient along the line by the explicit profile, `hder` identifies `deriv` with $f'$, and `hnum` and `hden` give $N'$ and $D'$ at the origin. Two moves are worth reusing. After `hn` records $\|d\|^2\ge0$, `generalize ‖d‖ ^ 2 = n at hn ⊢` and `generalize shiftedForm T E d = q` turn the goal into one-variable calculus with real constants. And each derivative is first built in whatever form the combinators produce, then brought to the desired expression by `congr_deriv`, which leaves an algebraic equation for `ring` or `simp`.

In `min_on_line_iff` the forward direction evaluates the assumption at $t=1$ as `h 1` and clears the denominator with `le_div_iff₀`; the reverse is `positivity`. In `second_derivative_two_levels`, `ho` cancels a supposed non-zero $\langle u,d\rangle$ from $E\langle u,d\rangle=E'\langle u,d\rangle$, `hq` evaluates $Q$, and the third clause of the main theorem finishes.

## Limits of the guarantee

The eigenvector is assumed, not constructed, and it is exact. Each statement concerns one straight line through $u$ in a direction orthogonal to it. Nothing is said about the bottom of the spectrum, about upper bounds from a subspace as in the Rayleigh–Ritz method, or about stationary points of $R$ being eigenvectors; in three or more dimensions $Q\ge0$ for one $d$ does not by itself make $u$ a ground state. Degenerate levels are excluded from `second_derivative_two_levels`, although `rayleigh_line` applies to them once orthogonality is supplied. The operator does not depend on the state, so the orbital Hessian of a self-consistent Hartree–Fock or Kohn–Sham energy is a different quantity. Arithmetic is exact, whereas in floating point the stencil above loses digits to cancellation as $h$ shrinks.

The stencil formula, the $\sqrt{\epsilon/|Q|}$ estimate, the large-$t$ limit and the following two observations are paper algebra that Lean has not checked. If $u$ is only approximate, with $Tu=Eu+r$, $E=R(u)$ and residual $r$, the numerator $t^2Q$ would gain the odd term $2t\operatorname{Re}\langle r,d\rangle$, which cancels in the symmetric stencil and shows up in $R(u+hd)-R(u-hd)$. If $d$ is not projected, the denominator would gain $2t\operatorname{Re}\langle u,d\rangle$, and the reference value $2Q/(1+h^2\|d\|^2)$ would no longer be exact unless $\operatorname{Re}\langle u,d\rangle=0$ or $Q=0$.
